# Subsystem hulls: at a reachable composition lacking some elements, the phases free of those elements give the full hull energy

## Phases, mixtures and the hull energy

There is a finite set \(I\) of phases (`ι`). Phase \(i\) has a composition \(x_i\) in a real vector space \(V\) and a real energy \(E_i\). For chemical compositions \(V=\mathbb{R}^N\), where \(N\) is the set of elements (`n`), and \(x_{ie}\), written `x i e`, is the amount of element \(e\) in phase \(i\). Each phase is a single point \((x_i,E_i)\), so it has fixed stoichiometry, and solution phases with a continuous composition range are not described.

```lean
import Mathlib

open Finset
open scoped Classical

namespace SubsystemHull

noncomputable section

variable {ι n V : Type*} [Fintype ι] [AddCommGroup V] [Module ℝ V]
```

A mixture with overall composition \(y\) is a family of phase fractions \(w_i\) with
\[ w_i\ge 0,\qquad \sum_{i\in I} w_i=1,\qquad \sum_{i\in I} w_i x_i=y. \]
The last condition is the lever rule, one conservation equation per element.

```lean
/-- `w` are the phase fractions of a mixture of the phases with overall composition `y`. -/
def IsMixture (x : ι → V) (y : V) (w : ι → ℝ) : Prop :=
  (∀ i, 0 ≤ w i) ∧ ∑ i, w i = 1 ∧ ∑ i, w i • x i = y
```

A composition \(y\) is reachable when at least one mixture has it, that is, when it lies in the convex hull of the \(x_i\).

```lean
/-- The composition `y` is reachable if some mixture of the phases has it. -/
def Reachable (x : ι → V) (y : V) : Prop := ∃ w, IsMixture x y w
```

The energy of a mixture is taken to be \(\sum_i w_iE_i\). This additivity is postulated: it describes macroscopic coexisting phases with negligible interface and strain energies. Let \(U(y)\) be the set of energies of all mixtures at \(y\).

```lean
/-- The energies of all mixtures with overall composition `y`. -/
def mixEnergies (x : ι → V) (E : ι → ℝ) (y : V) : Set ℝ :=
  {u | ∃ w, IsMixture x y w ∧ ∑ i, w i * E i = u}
```

The hull energy is \(H(y)=\inf U(y)\). At an unreachable \(y\) the set is empty and `sInf` returns the meaningless value \(0\), so the equalities between hull energies below assume that \(y\) is reachable and also prove that the smaller set of phases reaches it.

```lean
/-- The hull energy at `y`: the infimum of the energies of mixtures with composition `y`. -/
def hullEnergy (x : ι → V) (E : ι → ℝ) (y : V) : ℝ := sInf (mixEnergies x E y)
```

Fix a set \(S\subseteq N\) of elements. A composition \(y\) is free of \(S\) if \(y_e=0\) for every \(e\in S\).

```lean
/-- The composition `y` contains none of the elements of `S`. -/
def FreeOf (S : Set n) (y : n → ℝ) : Prop := ∀ e ∈ S, y e = 0
```

The subsystem is the set \(I_S=\{i\in I: x_{ie}=0 \text{ for all } e\in S\}\). In Lean a member `i` of `SubPhase x S` carries the phase `i.1` and the proof `i.2` that it is free of \(S\). The hull energy computed from \(I_S\) alone is written \(H_S\).

```lean
/-- The phases that contain none of the elements of `S`. -/
abbrev SubPhase {κ : Type*} (x : κ → n → ℝ) (S : Set n) := {i // FreeOf S (x i)}
```

A point of the standard simplex has \(y_e\ge 0\) and \(\sum_e y_e=1\). With such atomic fractions, \(E_i\) is an energy per atom and \(w_i\) is the fraction of all atoms that sits in phase \(i\).

```lean
/-- A point of the standard simplex: nonnegative element fractions that sum to one. -/
def IsComposition [Fintype n] (y : n → ℝ) : Prop := (∀ e, 0 ≤ y e) ∧ ∑ e, y e = 1
```

Finally, \(\bar y=(y_e)_{e\notin S}\) denotes \(y\) with the coordinates in \(S\) deleted.

```lean
/-- The composition `y` with the coordinates of the elements of `S` removed. -/
def drop (S : Set n) (y : n → ℝ) : {e // e ∉ S} → ℝ := fun e => y e.1
```

## Sums over a class, and a finite infimum

Let \(P\subseteq I\) be a class of indices, given in Lean by a predicate `p`. If terms \(f_i\) vanish for \(i\notin P\), then \(\sum_{i\in P}f_i=\sum_{i\in I}f_i\). The terms may be numbers or vectors, so one lemma serves weights, compositions and energies.

```lean
/-- A sum whose terms vanish outside a class of indices equals the sum over that class. -/
theorem sum_restrict {M : Type*} [AddCommMonoid M] (p : ι → Prop) [Fintype {i // p i}]
    (f : ι → M) (hf : ∀ i, ¬ p i → f i = 0) : ∑ i : {i // p i}, f i.1 = ∑ i, f i := by
  rw [← Finset.sum_subtype (univ.filter p) (by simp) f]
  exact Finset.sum_subset (filter_subset _ _) (fun i _ hi => hf i (by simpa using hi))
```

At a reachable \(y\) the set \(U(y)\) is nonempty, and it is bounded below. Each \(w_i\) is at most \(\sum_j w_j=1\), and
\[ w_iE_i+|E_i| = w_i\,(E_i+|E_i|)+(1-w_i)\,|E_i|\ \ge 0, \]
since both products have nonnegative factors. Summing gives \(\sum_i w_iE_i\ge-\sum_i|E_i|\), so \(H(y)\) is the greatest lower bound of \(U(y)\).

```lean
/-- At a reachable composition the hull energy is the greatest lower bound of the mixture
energies. -/
theorem hullEnergy_isGLB (x : ι → V) (E : ι → ℝ) {y : V} (hy : Reachable x y) :
    IsGLB (mixEnergies x E y) (hullEnergy x E y) := by
  obtain ⟨v, hv⟩ := hy
  refine isGLB_csInf ⟨_, v, hv, rfl⟩ ⟨-∑ i, |E i|, ?_⟩
  rintro u ⟨w, ⟨h0, h1, -⟩, rfl⟩
  rw [← Finset.sum_neg_distrib]
  refine Finset.sum_le_sum fun i _ => ?_
  have hw : w i ≤ 1 :=
    (Finset.single_le_sum (fun j _ => h0 j) (mem_univ i)).trans h1.le
  have ha : 0 ≤ E i + |E i| := by linarith [neg_abs_le (E i)]
  nlinarith [mul_nonneg (h0 i) ha, mul_nonneg (sub_nonneg.2 hw) (abs_nonneg (E i))]
```

The two products are the hints given to `nlinarith`. The lemma identifies \(H(y)\) as a greatest lower bound and does not state that some mixture attains it.

## Discarding phases that no mixture uses

Suppose \(y\) is reachable and every mixture at \(y\) has \(w_i=0\) for \(i\notin P\). Write \(U_P(y)\) for the mixture energies obtained from \(P\) alone. A mixture \(v\) of the phases in \(P\) extends by \(w_i=v_i\) on \(P\) and \(w_i=0\) elsewhere; the sums \(\sum w_i\), \(\sum w_ix_i\) and \(\sum w_iE_i\) gain only zero terms, so \(U_P(y)\subseteq U(y)\). Conversely, a mixture \(w\) of all phases restricts to \(P\), and by the assumption the three sums lose only zero terms, so \(U(y)\subseteq U_P(y)\). Equal sets have equal infima, and \(U_P(y)\) is nonempty because \(U(y)\) is.

```lean
/-- If every mixture at a reachable `y` gives zero weight to the phases outside a class, then
`y` is reachable within the class and the class alone gives the same hull energy. -/
theorem hull_restrict (x : ι → V) (E : ι → ℝ) {y : V} (p : ι → Prop) [Fintype {i // p i}]
    (hy : Reachable x y) (h : ∀ w, IsMixture x y w → ∀ i, ¬ p i → w i = 0) :
    Reachable (fun i : {i // p i} => x i.1) y ∧
      hullEnergy (fun i : {i // p i} => x i.1) (fun i => E i.1) y = hullEnergy x E y := by
  have key : mixEnergies (fun i : {i // p i} => x i.1) (fun i => E i.1) y
      = mixEnergies x E y := by
    ext u
    constructor
    · -- extend the weights by zero
      rintro ⟨v, ⟨h0, h1, h2⟩, h3⟩
      obtain ⟨w, hin, hout⟩ : ∃ w : ι → ℝ,
          (∀ i : {i // p i}, w i.1 = v i) ∧ ∀ i, ¬ p i → w i = 0 :=
        ⟨fun i => if hi : p i then v ⟨i, hi⟩ else 0, fun i => dif_pos i.2,
          fun i hi => dif_neg hi⟩
      refine ⟨w, ⟨fun i => ?_, ?_, ?_⟩, ?_⟩
      · by_cases hi : p i
        · exact (h0 ⟨i, hi⟩).trans (hin ⟨i, hi⟩).ge
        · exact (hout i hi).ge
      · rw [← sum_restrict p w hout]
        simpa only [hin] using h1
      · rw [← sum_restrict p (fun i => w i • x i) (fun i hi => by simp [hout i hi])]
        simpa only [hin] using h2
      · rw [← sum_restrict p (fun i => w i * E i) (fun i hi => by simp [hout i hi])]
        simpa only [hin] using h3
    · -- restrict the weights, dropping only zero terms
      rintro ⟨w, hw, h3⟩
      have hout := h w hw
      exact ⟨fun i => w i.1, ⟨fun i => hw.1 i.1, (sum_restrict p w hout).trans hw.2.1,
        (sum_restrict p (fun i => w i • x i) (fun i hi => by simp [hout i hi])).trans hw.2.2⟩,
        (sum_restrict p (fun i => w i * E i) (fun i hi => by simp [hout i hi])).trans h3⟩
  obtain ⟨w, hw⟩ := hy
  have hm : ∑ i, w i * E i ∈ mixEnergies x E y := ⟨w, hw, rfl⟩
  rw [← key] at hm
  obtain ⟨v, hv, -⟩ := hm
  exact ⟨⟨v, hv⟩, congrArg sInf key⟩
```

The set equality is `key`; its two branches are extension and restriction, each calling `sum_restrict` three times, and only the second uses the hypothesis `h`. The closing lines move one attainable energy across `key` to obtain a mixture within \(P\).

## Zero weight off a face

Let \(f:V\to\mathbb{R}\) be linear and \(c\) a number with \(f(x_i)\ge c\) for all phases and \(f(y)=c\). For a mixture \(w\) at \(y\), linearity gives \(f(y)=\sum_j w_jf(x_j)\), and normalisation gives \(c=\sum_j w_jc\). Subtracting,
\[ \sum_j w_j\,\bigl(f(x_j)-c\bigr)=0. \]
Every term is nonnegative, so every term is zero, and \(f(x_i)\ne c\) forces \(w_i=0\).

```lean
/-- If a linear quantity `f` is at least `c` in every phase and equals `c` at `y`, every
mixture at `y` gives zero weight to the phases where `f` differs from `c`. -/
theorem weight_zero_off_face {x : ι → V} {y : V} (f : V →ₗ[ℝ] ℝ) {c : ℝ}
    (hf : ∀ i, c ≤ f (x i)) (hy : f y = c) {w : ι → ℝ} (hw : IsMixture x y w)
    {i : ι} (hi : f (x i) ≠ c) : w i = 0 := by
  obtain ⟨h0, h1, h2⟩ := hw
  have h3 : f y = ∑ j, w j * f (x j) := by
    rw [← h2, map_sum]
    simp
  have h4 : ∑ j, w j * c = c := by rw [← Finset.sum_mul, h1, one_mul]
  -- a vanishing sum of nonnegative terms
  have hs : ∑ j, w j * (f (x j) - c) = 0 := by
    simp only [mul_sub, Finset.sum_sub_distrib]
    linarith
  have h5 := (Finset.sum_eq_zero_iff_of_nonneg
    (fun j _ => mul_nonneg (h0 j) (sub_nonneg.2 (hf j)))).1 hs i (mem_univ i)
  exact (mul_eq_zero.1 h5).resolve_right (sub_ne_zero.2 hi)
```

Here `h3` and `h4` are the two identities, `hs` is their difference, and `h5` is the vanishing of term \(i\). Taking \(P=\{i: f(x_i)=c\}\) in the restriction lemma gives a statement about supporting hyperplanes: if all phases lie on one side of the hyperplane \(f=c\) and a reachable \(y\) lies on it, the phases on the hyperplane reach \(y\) and give the same hull energy as all phases.

```lean
/-- If a linear quantity `f` is at least `c` in every phase and equals `c` at a reachable `y`,
the phases with `f = c` reach `y` and give the same hull energy there as all phases. -/
theorem face_hull (x : ι → V) (E : ι → ℝ) {y : V} (f : V →ₗ[ℝ] ℝ) {c : ℝ}
    (hf : ∀ i, c ≤ f (x i)) (hc : f y = c) (hy : Reachable x y) :
    Reachable (fun i : {i // f (x i) = c} => x i.1) y ∧
      hullEnergy (fun i : {i // f (x i) = c} => x i.1) (fun i => E i.1) y
        = hullEnergy x E y :=
  hull_restrict x E (fun i => f (x i) = c) hy
    (fun _ hw _ hi => weight_zero_off_face f hf hc hw hi)
```

## The subsystem theorem

Assume \(x_{ie}\ge0\) for all phases \(i\) and all \(e\in S\), which says that a phase cannot hold a negative amount of an element. Let \(y\) be free of \(S\) and let phase \(i\) contain some \(e\in S\). With the coordinate map \(f(z)=z_e\) and \(c=0\), the vanishing sum is the balance equation \(\sum_j w_jx_{je}=0\), and \(x_{ie}\neq0\) gives \(w_i=0\).

```lean
/-- With nonnegative amounts of the elements of `S`, a mixture whose composition lacks `S`
gives zero weight to every phase containing an element of `S`. -/
theorem weight_zero_of_contains {x : ι → n → ℝ} {S : Set n} {y : n → ℝ}
    (hx : ∀ i, ∀ e ∈ S, 0 ≤ x i e) (hS : FreeOf S y) {w : ι → ℝ} (hw : IsMixture x y w)
    {i : ι} (hi : ¬ FreeOf S (x i)) : w i = 0 := by
  by_contra hne
  refine hi fun e he => ?_
  by_contra hxe
  exact hne (weight_zero_off_face (LinearMap.proj e : (n → ℝ) →ₗ[ℝ] ℝ) (c := 0)
    (fun j => hx j e he) (hS e he) hw hxe)
```

The coordinate map is `LinearMap.proj e`. The argument runs by contradiction: a nonzero weight would make \(x_{ie}=0\) for each \(e\in S\), placing \(i\) in \(I_S\). The restriction lemma with \(P=I_S\) then yields
\[ y \text{ is reachable within } I_S, \qquad H_S(y)=H(y). \]

```lean
/-- With nonnegative amounts of the elements of `S`, a reachable composition lacking `S` is
reached by the phases free of `S`, and their hull energy equals the full hull energy. -/
theorem subsystem_hull (x : ι → n → ℝ) (E : ι → ℝ) (S : Set n) {y : n → ℝ}
    (hx : ∀ i, ∀ e ∈ S, 0 ≤ x i e) (hS : FreeOf S y) (hy : Reachable x y) :
    Reachable (fun i : SubPhase x S => x i.1) y ∧
      hullEnergy (fun i : SubPhase x S => x i.1) (fun i => E i.1) y = hullEnergy x E y :=
  hull_restrict x E (fun i => FreeOf S (x i)) hy
    (fun _ hw _ hi => weight_zero_of_contains hx hS hw hi)
```

In words, `hx` is nonnegativity of the amounts of the elements of \(S\), `hS` says that \(y\) lacks \(S\), and `hy` that the full set of phases reaches \(y\). Nothing is required of the other coordinates or of the energies, so simplex compositions are a special case and any energy reference is allowed. The equality concerns compositions free of \(S\) only; it says nothing about a \(y\) that contains even a small amount of an element of \(S\).

## Deleting the absent coordinates

Now let \(N\) be finite and every \(x_i\) a point of the simplex. For \(i\in I_S\) the deleted entries are zero, so \(\sum_{e\notin S}x_{ie}=\sum_e x_{ie}=1\), and \(\bar x_i\) lies in the simplex of the remaining elements. For weights \(w\) on \(I_S\), the balance equation of an element \(e\in S\) reads \(\sum_{i\in I_S}w_i\cdot0=0\) and holds for all \(w\). Hence \(\sum_i w_ix_i=y\) is equivalent to \(\sum_i w_i\bar x_i=\bar y\), the mixtures of the two problems coincide, and the hull energy of the phases \((\bar x_i,E_i)_{i\in I_S}\) at \(\bar y\) equals \(H(y)\). On the A–B edge of an A–B–C triangle this says that, at reachable compositions, the hull energy of all entries equals that of the entries without C, which are the phases of pure A, of pure B and of the A–B compounds.

```lean
/-- For compositions in the simplex, the phases free of `S` with the `S` coordinates removed
lie in the simplex of the remaining elements, reach the reduced `y`, and give the full hull
energy at a reachable `y` lacking `S`. -/
theorem subsystem_hull_reduced [Fintype n] (x : ι → n → ℝ) (E : ι → ℝ) (S : Set n)
    {y : n → ℝ} (hx : ∀ i, IsComposition (x i)) (hS : FreeOf S y) (hy : Reachable x y) :
    (∀ i : SubPhase x S, IsComposition (drop S (x i.1))) ∧
      Reachable (fun i : SubPhase x S => drop S (x i.1)) (drop S y) ∧
      hullEnergy (fun i : SubPhase x S => drop S (x i.1)) (fun i => E i.1) (drop S y)
        = hullEnergy x E y := by
  obtain ⟨⟨v, hv⟩, hE⟩ := subsystem_hull x E S (fun i e _ => (hx i).1 e) hS hy
  -- the balance equations of the removed elements read 0 = 0
  have key : ∀ w, IsMixture (fun i : SubPhase x S => drop S (x i.1)) (drop S y) w ↔
      IsMixture (fun i : SubPhase x S => x i.1) y w := by
    intro w
    refine and_congr_right fun _ => and_congr_right fun _ => ⟨fun h => ?_, fun h => ?_⟩
    · funext e
      by_cases he : e ∈ S
      · rw [hS e he, Finset.sum_apply]
        refine Finset.sum_eq_zero fun i _ => ?_
        have hi : x i.1 e = 0 := i.2 e he
        simp [hi]
      · simpa [drop, Finset.sum_apply] using congrFun h ⟨e, he⟩
    · funext e
      simpa [drop, Finset.sum_apply] using congrFun h e.1
  refine ⟨fun i => ⟨fun e => (hx i.1).1 e.1, ?_⟩, ⟨v, (key v).2 hv⟩, ?_⟩
  · exact (sum_restrict (fun e => e ∉ S) (x i.1)
      (fun e he => i.2 e (not_not.1 he))).trans (hx i.1).2
  · rw [← hE]
    unfold hullEnergy mixEnergies
    simp only [key]
```

The equivalence of mixtures is `key`, proved coordinate by coordinate with a case split on `e ∈ S`. The normalisation of \(\bar x_i\) is `sum_restrict` again, now summing over elements.

## The lowest phase of a subsystem

Keep the nonnegativity assumption and let \(k\in I_S\) satisfy \(E_k\le E_i\) for all \(i\in I_S\). The pure phase, \(w_i=\delta_{ik}\), is a mixture at \(x_k\) with energy \(E_k\). For any mixture at \(x_k\), each term obeys \(w_iE_k\le w_iE_i\): for \(i\in I_S\) by minimality, and otherwise because \(w_i=0\). So \(E_k=\sum_i w_iE_k\le\sum_i w_iE_i\), the value \(E_k\) is the least element of \(U(x_k)\), and \(H(x_k)=E_k\). For simplex compositions with \(S\) all elements but one, this places the lowest-energy polymorph of that element on the full hull.

```lean
/-- With nonnegative amounts of the elements of `S`, a phase of lowest energy among those
free of `S` has its energy equal to the full hull energy at its composition. -/
theorem lowest_subsystem_phase_on_hull (x : ι → n → ℝ) (E : ι → ℝ) (S : Set n) (k : ι)
    (hx : ∀ i, ∀ e ∈ S, 0 ≤ x i e) (hk : FreeOf S (x k))
    (hmin : ∀ i, FreeOf S (x i) → E k ≤ E i) : hullEnergy x E (x k) = E k := by
  refine IsLeast.csInf_eq ⟨?_, ?_⟩
  · refine ⟨fun i => if i = k then 1 else 0,
      ⟨fun i => ?_, by simp, by simp [ite_smul]⟩, by simp⟩
    by_cases h : i = k <;> simp [h]
  · rintro u ⟨w, hw, rfl⟩
    have h1 : E k = ∑ i, w i * E k := by rw [← Finset.sum_mul, hw.2.1, one_mul]
    refine h1.le.trans (Finset.sum_le_sum fun i _ => ?_)
    by_cases hi : FreeOf S (x i)
    · exact mul_le_mul_of_nonneg_left (hmin i hi) (hw.1 i)
    · simp [weight_zero_of_contains hx hk hw hi]
```

The two goals under `IsLeast.csInf_eq` are membership, by the pure-phase weights, and the termwise bound.

## Filtering a list of computed energies

For a finite list of stoichiometric phases, with compositions given as atomic fractions and total energies per atom from electronic-structure calculations, the energy above the hull of a compound \(k\) is \(E_k-H(x_k)\), and the theorem allows \(H(x_k)\) to be computed from the entries whose elements all occur in \(k\). At a reachable \(y\), \(H(y)\) is the optimal value of the linear program that minimises \(\sum_i E_iw_i\) under the mixture constraints. Passing to `SubPhase x S` removes the variables of phases containing an element of \(S\), and `drop` removes the constraint rows of those elements. Since `FreeOf` demands exact zeros, a matching filter in code can compare element lists; a numerical tolerance on the fractions tests a different condition.

## A signed coordinate can break the equality

If a coordinate can take both signs, as a net charge does, terms of the balance sum can cancel. Take three phases \(i=0,1,2\) with a single coordinate \(x_0=0\), \(x_1=1\), \(x_2=-1\); `Unit` is the one-element set of coordinates.

```lean
/-- Three phases with a single signed coordinate `0, 1, -1`. -/
def charge (i : Fin 3) (_ : Unit) : ℝ := ![0, 1, -1] i
```

Their energies are \(E_0=0\), \(E_1=E_2=-1\), chosen so that the pair with coordinates \(\pm1\) lies below the phase with coordinate \(0\). The example is a formal test of the hypothesis `hx` and not a physical mixture: macroscopic phases with a net charge per atom have a long-range Coulomb energy that the additive mixture energy does not describe.

```lean
/-- The energies `0, -1, -1` of the three phases. -/
def ionEnergy : Fin 3 → ℝ := ![0, -1, -1]
```

Let \(S\) consist of the one coordinate (`Set.univ`) and \(y=x_0\). Then \(I_S=\{0\}\) and \(H_S(y)=E_0=0\). The weights \((0,\tfrac12,\tfrac12)\) give \(\tfrac12\cdot1+\tfrac12\cdot(-1)=0\), so they form a mixture at \(y\), with energy \(-1\). Therefore \(H(y)\le-1<0=H_S(y)\), although \(y\) is reachable and free of \(S\); only `hx` fails. In the code `hsub` obtains \(H_S(y)=E_0\) by applying `lowest_subsystem_phase_on_hull` to the subsystem itself with the empty set of excluded elements, and `hle` is the lower-bound half of `hullEnergy_isGLB` at the equal-parts mixture `hw`. The theorem states the strict inequality \(H(y)<H_S(y)\).

```lean
/-- For the signed coordinates `0, 1, -1` with energies `0, -1, -1`, the full hull energy at
coordinate zero is strictly below that of the phases with coordinate zero. -/
theorem signed_coordinate_counterexample :
    hullEnergy charge ionEnergy (charge 0) <
      hullEnergy (fun i : SubPhase charge Set.univ => charge i.1) (fun i => ionEnergy i.1)
        (charge 0) := by
  have h0 : FreeOf Set.univ (charge 0) := fun e _ => by simp [charge]
  have hmin : ∀ i, FreeOf Set.univ (charge i) → ionEnergy 0 ≤ ionEnergy i := by
    intro i hi
    have h : charge i () = 0 := hi () (Set.mem_univ _)
    fin_cases i
    · exact le_rfl
    · simp [charge] at h
    · simp [charge] at h
  have hsub : hullEnergy (fun i : SubPhase charge Set.univ => charge i.1)
      (fun i => ionEnergy i.1) (charge 0) = ionEnergy 0 :=
    lowest_subsystem_phase_on_hull (fun i : SubPhase charge Set.univ => charge i.1)
      (fun i => ionEnergy i.1) ∅ ⟨0, h0⟩ (fun _ _ he => he.elim) (fun _ he => he.elim)
      (fun i _ => hmin i.1 i.2)
  -- equal parts of the two signed phases
  have hw : IsMixture charge (charge 0) ![0, 1 / 2, 1 / 2] := by
    refine ⟨fun i => ?_, ?_, ?_⟩
    · fin_cases i <;> simp
    · norm_num [Fin.sum_univ_succ]
    · funext e
      simp [charge, Fin.sum_univ_succ]
  have hle := (hullEnergy_isGLB charge ionEnergy ⟨_, hw⟩).1 ⟨_, hw, rfl⟩
  rw [hsub]
  refine hle.trans_lt ?_
  norm_num [ionEnergy, Fin.sum_univ_succ]

end

end SubsystemHull
```

```lean
#print axioms SubsystemHull.face_hull
-- 'SubsystemHull.face_hull' depends on axioms: [propext, Classical.choice, Quot.sound]
#print axioms SubsystemHull.subsystem_hull_reduced
-- 'SubsystemHull.subsystem_hull_reduced' depends on axioms: [propext, Classical.choice, Quot.sound]
#print axioms SubsystemHull.lowest_subsystem_phase_on_hull
-- 'SubsystemHull.lowest_subsystem_phase_on_hull' depends on axioms: [propext, Classical.choice, Quot.sound]
#print axioms SubsystemHull.signed_coordinate_counterexample
-- 'SubsystemHull.signed_coordinate_counterexample' depends on axioms: [propext, Classical.choice, Quot.sound]
```
